# At a Fermi energy inside the band, one on-site potential in the unit-hopping chain cannot screen a unit charge

## An impurity in a metallic chain

Replace one atom of a metallic chain by an atom whose ion core (the nucleus with its core electrons) has a different charge. The conduction electrons rearrange until the excess charge is screened. In a simple description the impurity only shifts the level of its own site by a real energy $U$, and $U$ is then adjusted until the number of displaced electrons equals the excess core charge $Z$, in units of the elementary charge. This condition is the Friedel rule. The question is whether a suitable $U$ exists.

For independent electrons on an infinite chain with one orbital per site, equal hopping between all nearest neighbours and a Fermi energy inside the band, it exists only if $|Z|<1$. For the substitution described above, $Z$ is a nonzero integer, so the Friedel rule has no solution in this one-parameter model. This matters if the rule is used to fix a one-site impurity potential in a calculation for such a chain. The theorem treats $Z$ as a real number, and its fractional values are mathematical, not excess charges of actual ion cores.

## The charges that one site can displace

The clean chain has the Hamiltonian
$$(H\psi)(n)=\psi(n+1)+\psi(n-1),\qquad n\in\mathbb Z,$$
with the hopping amplitude as the unit of energy. Its band is $[-2,2]$. Let $E$ be the Fermi energy, with $|E|<2$, and write
$$s=\sqrt{4-E^2}>0,\qquad g=-\frac{i}{s}.$$
Here $g$ is the on-site Green function of the clean chain. The displaced charge is
$$Q(E,U)=-\frac{2}{\pi}\,\mathrm{Im}\,\mathrm{Log}(1-Ug),$$
where Log is the principal logarithm. Lloyd's formula relates the phase of $1-Ug$, divided by $-\pi$, to the change in the number of states below $E$ for one spin direction. The phase is followed continuously from its value zero at $U=0$. The principal logarithm does this here, because $1-Ug$ has real part 1 for every real $U$, as shown below. The factor 2 counts two spins that feel the same potential.

For real $U$ and $Z$ the result is
$$Q(E,U)=Z\iff |Z|<1\ \text{ and }\ U=-s\tan\frac{\pi Z}{2}.$$
Consequently $Q$ never equals 1, although $Q\to1$ as $U\to-\infty$.

## Green functions without and with the impurity

Let $\lambda=(E-is)/2$ and $G(n)=g\lambda^{|n|}$. Since $s^2=4-E^2$,
$$\lambda^2-E\lambda=\frac{E^2-2iEs-s^2}{4}-\frac{2E^2-2iEs}{4}=-\frac{E^2+s^2}{4}=-1,$$
so $\lambda^2-E\lambda+1=0$.

For $n\neq0$ put $m=|n|-1$. One neighbour of $n$ is at distance $m$ from the origin and the other at distance $m+2$, hence
$$EG(n)-G(n+1)-G(n-1)=-g\lambda^m(\lambda^2-E\lambda+1)=0.$$
At $n=0$ both neighbours contribute $g\lambda$, and
$$g(E-2\lambda)=g\,is=-\frac{i}{s}\,is=1.$$
Thus $G$ solves $(E-H)G=\delta$, where $\delta$ is 1 at site 0 and 0 elsewhere. The sign $\mathrm{Im}\,g=-1/s<0$ is that of the retarded function.

Now add the potential $U$ on site 0 and set $D=1-Ug$. Because $Ug=-iU/s$,
$$D=1+i\,\frac{U}{s}.$$
The real part is 1, so $D\neq0$ and $G_U(n)=G(n)/D$ is defined. Away from site 0 it satisfies the same homogeneous equation as $G$. At site 0 the equation with the potential gives
$$\frac1D-U\,\frac gD=\frac{1-Ug}{D}=1.$$
This ties the factor $1-Ug$ in the charge to the actual impurity problem.

## The phase that the Friedel rule requires

Let $\theta=\mathrm{Im}\,\mathrm{Log}\,D$. As $U$ varies, $D$ moves along the vertical line with real part 1. Its phase therefore satisfies
$$-\frac\pi2<\theta<\frac\pi2,\qquad \tan\theta=\frac{U}{s}.$$

Suppose that $Q=Z$. Then $-(2/\pi)\theta=Z$, so $\theta=-\pi Z/2$. The bounds on $\theta$ give $|Z|<1$, and the tangent gives $U=s\tan\theta=-s\tan(\pi Z/2)$.

Conversely, suppose that $|Z|<1$ and $U=-s\tan(\pi Z/2)$. Then $\tan\theta=\tan(-\pi Z/2)$, and both angles lie in $(-\pi/2,\pi/2)$, where the tangent is injective. Hence $\theta=-\pi Z/2$ and $Q=Z$.

Taking the arctangent gives
$$Q(E,U)=-\frac2\pi\arctan\frac Us,$$
which tends to $-(2/\pi)(-\pi/2)=1$ as $U\to-\infty$.

## Two thirds of a charge at $E=1$

For $E=1$ we have $s=\sqrt3$. The fractional charges in this section test the formula and do not belong to actual ion cores. To displace $Z=2/3$, the formula asks for $U=-\sqrt3\tan(\pi/3)=-3$. Check it directly: $g=-i/\sqrt3$ gives $1-Ug=1-i\sqrt3$, whose phase is $-\pi/3$, so the charge is $-(2/\pi)(-\pi/3)=2/3$.

For $Z=5/3$ the tangent formula alone would give $U=-\sqrt3\tan(5\pi/6)=1$. But then $1-Ug=1+i/\sqrt3$ has phase $\pi/6$, and the charge is $-1/3$. The condition $|Z|<1$ excludes this false solution.

## The chain in Lean

The energy, the potential and the charge are real variables `E`, `U` and `Z`, and the sites are the integers, so the chain is infinite. The correspondence with the symbols above is as follows.

- `siteGreen E` is $g$, and `hopFactor E` is $\lambda$.
- `chainGreen E n` is $G(n)$, with `n.natAbs` for $|n|$.
- `impurityGreen E U n` is $G_U(n)$.
- `friedelCharge E U` is $Q(E,U)$, with `Complex.log` as the principal logarithm.

The only hypothesis on the energy is `hE : |E| < 2`, which puts the Fermi energy strictly inside the band. The Hamiltonian is not a separate object; its action is written out in the two lattice equations.

The main theorem, `friedelCharge_eq_iff`, says that for every such `E` and all real `U` and `Z`, the charge of `U` is `Z` exactly when `|Z| < 1` and `U` has the stated tangent value. The condition on `Z` also guards against a convention: Lean's tangent is 0 at $\pi/2$, so the second condition alone would offer $U=0$ for $Z=1$. The theorem `unit_charge_only_in_limit` combines the absence of a unit charge at finite `U` with the limit, in which `atBot` means $U\to-\infty$.

The Friedel charge enters as a definition. Its interpretation as a number of displaced electrons rests on Lloyd's formula, which the file does not derive by counting states. Likewise, the retarded branch is chosen in the definition of $g$, and its sign is verified, but no limit from complex energies is taken. The model leaves out electron interactions, self-consistency and potentials that extend over several sites.

```lean
import Mathlib

open Filter Topology
open scoped Real

namespace ChainFriedelScreening

noncomputable section

/-- The on-site Green function `g = -i/√(4 - E²)` of the chain with unit hopping,
for energies inside the band, `|E| < 2`. -/
def siteGreen (E : ℝ) : ℂ := -Complex.I / (√(4 - E ^ 2) : ℝ)

/-- The factor `(E - i√(4 - E²))/2` that the Green function gains per site, for `|E| < 2`. -/
def hopFactor (E : ℝ) : ℂ := ((E : ℂ) - Complex.I * (√(4 - E ^ 2) : ℝ)) / 2

/-- The Green function of the clean chain between site `0` and site `n`, for `|E| < 2`. -/
def chainGreen (E : ℝ) (n : ℤ) : ℂ := siteGreen E * hopFactor E ^ n.natAbs

/-- The Green function between site `0` and site `n` when site `0` carries the potential `U`,
for `|E| < 2`. -/
def impurityGreen (E U : ℝ) (n : ℤ) : ℂ := chainGreen E n / (1 - U * siteGreen E)

/-- The two-spin Friedel charge `-(2/π) Im Log(1 - U g)` of an on-site potential `U`,
for a Fermi energy `|E| < 2`. -/
def friedelCharge (E U : ℝ) : ℝ := -(2 / π) * (Complex.log (1 - U * siteGreen E)).im

/-- Inside the band, `|E| < 2`, the root `√(4 - E²)` is positive. -/
theorem root_pos {E : ℝ} (hE : |E| < 2) : 0 < √(4 - E ^ 2) := by
  obtain ⟨h1, h2⟩ := abs_lt.mp hE
  exact Real.sqrt_pos.mpr (by nlinarith)

/-- Inside the band, `|E| < 2`, the on-site Green function has negative imaginary part,
the sign of the retarded Green function. -/
theorem siteGreen_im_neg {E : ℝ} (hE : |E| < 2) : (siteGreen E).im < 0 := by
  have h : siteGreen E = ((-(1 / √(4 - E ^ 2)) : ℝ) : ℂ) * Complex.I := by
    unfold siteGreen
    push_cast
    ring
  have him : (siteGreen E).im = -(1 / √(4 - E ^ 2)) := by
    rw [h, Complex.im_ofReal_mul, Complex.I_im, mul_one]
  rw [him]
  have := one_div_pos.mpr (root_pos hE)
  linarith

/-- For `|E| < 2` the chain Green function solves `(E - H) G = δ`, where `H` hops with unit
amplitude to both neighbours. -/
theorem chainGreen_equation {E : ℝ} (hE : |E| < 2) (n : ℤ) :
    E * chainGreen E n - chainGreen E (n + 1) - chainGreen E (n - 1)
      = if n = 0 then 1 else 0 := by
  have hpos := root_pos hE
  have hs0 : ((√(4 - E ^ 2) : ℝ) : ℂ) ≠ 0 := by exact_mod_cast hpos.ne'
  have hs : ((√(4 - E ^ 2) : ℝ) : ℂ) ^ 2 = 4 - (E : ℂ) ^ 2 := by
    have h := Real.sq_sqrt (Real.sqrt_pos.mp hpos).le
    exact_mod_cast h
  rcases eq_or_ne n 0 with rfl | hn
  · -- at the source the two neighbours contribute equally
    have hg : siteGreen E * (Complex.I * (√(4 - E ^ 2) : ℝ)) = 1 := by
      unfold siteGreen
      rw [div_mul_eq_mul_div, div_eq_one_iff_eq hs0]
      linear_combination (-((√(4 - E ^ 2) : ℝ) : ℂ)) * Complex.I_sq
    have h0 : chainGreen E 0 = siteGreen E := by simp [chainGreen]
    have h1 : chainGreen E (0 + 1) = siteGreen E * hopFactor E := by simp [chainGreen]
    have h2 : chainGreen E (0 - 1) = siteGreen E * hopFactor E := by simp [chainGreen]
    rw [if_pos rfl, h0, h1, h2]
    unfold hopFactor
    linear_combination hg
  · -- elsewhere the hop factor solves the characteristic equation of the chain
    have hq : hopFactor E ^ 2 - E * hopFactor E + 1 = 0 := by
      unfold hopFactor
      linear_combination (((√(4 - E ^ 2) : ℝ) : ℂ) ^ 2 / 4) * Complex.I_sq - (1 / 4) * hs
    obtain ⟨m, hm⟩ : ∃ m : ℕ, n.natAbs = m + 1 := ⟨n.natAbs - 1, by omega⟩
    have hcases : ((n + 1).natAbs = m + 2 ∧ (n - 1).natAbs = m) ∨
        ((n + 1).natAbs = m ∧ (n - 1).natAbs = m + 2) := by omega
    rw [if_neg hn]
    unfold chainGreen
    rcases hcases with ⟨h1, h2⟩ | ⟨h1, h2⟩ <;> rw [hm, h1, h2] <;>
      linear_combination (-(siteGreen E * hopFactor E ^ m)) * hq

/-- For real `U` the factor `1 - U g` is `1 + i U/√(4 - E²)` when `|E| < 2`: its real part is
one, and its imaginary part times `√(4 - E²)` is `U`. -/
theorem lloyd_factor {E : ℝ} (hE : |E| < 2) (U : ℝ) :
    (1 - U * siteGreen E).re = 1 ∧ √(4 - E ^ 2) * (1 - U * siteGreen E).im = U := by
  have h : 1 - (U : ℂ) * siteGreen E
      = ((1 : ℝ) : ℂ) + ((U / √(4 - E ^ 2) : ℝ) : ℂ) * Complex.I := by
    unfold siteGreen
    push_cast
    ring
  have hre : (1 - (U : ℂ) * siteGreen E).re = 1 := by
    rw [h, Complex.add_re, Complex.re_ofReal_mul, Complex.ofReal_re, Complex.I_re]
    ring
  have him : (1 - (U : ℂ) * siteGreen E).im = U / √(4 - E ^ 2) := by
    rw [h, Complex.add_im, Complex.im_ofReal_mul, Complex.ofReal_im, Complex.I_im]
    ring
  exact ⟨hre, by rw [him]; exact mul_div_cancel₀ U (root_pos hE).ne'⟩

/-- For `|E| < 2`, dividing the chain Green function by `1 - U g` gives a solution of the lattice
equation with the real potential `U` on site `0`. -/
theorem impurityGreen_equation {E : ℝ} (hE : |E| < 2) (U : ℝ) (n : ℤ) :
    E * impurityGreen E U n - impurityGreen E U (n + 1) - impurityGreen E U (n - 1)
      - (if n = 0 then U * impurityGreen E U n else 0) = if n = 0 then 1 else 0 := by
  have hD : 1 - (U : ℂ) * siteGreen E ≠ 0 := by
    intro h0
    have h := (lloyd_factor hE U).1
    rw [h0, Complex.zero_re] at h
    exact zero_ne_one h
  have hDi := mul_inv_cancel₀ hD
  have h := chainGreen_equation hE n
  simp only [impurityGreen, div_eq_mul_inv]
  rcases eq_or_ne n 0 with rfl | hn
  · have h0 : chainGreen E 0 = siteGreen E := by simp [chainGreen]
    rw [if_pos rfl] at h
    rw [if_pos rfl, if_pos rfl]
    linear_combination (1 - (U : ℂ) * siteGreen E)⁻¹ * h + hDi
      - U * (1 - (U : ℂ) * siteGreen E)⁻¹ * h0
  · rw [if_neg hn] at h
    rw [if_neg hn, if_neg hn]
    linear_combination (1 - (U : ℂ) * siteGreen E)⁻¹ * h

/-- For `|E| < 2` and real `U` the phase `θ = Im Log(1 - U g)` lies strictly between `-π/2` and
`π/2`, and `√(4 - E²) tan θ = U`. -/
theorem phase_bounds_and_tan {E : ℝ} (hE : |E| < 2) (U : ℝ) :
    |(Complex.log (1 - U * siteGreen E)).im| < π / 2 ∧
      √(4 - E ^ 2) * Real.tan (Complex.log (1 - U * siteGreen E)).im = U := by
  obtain ⟨hre, him⟩ := lloyd_factor hE U
  rw [Complex.log_im]
  constructor
  · exact Complex.abs_arg_lt_pi_div_two_iff.mpr (Or.inl (by rw [hre]; exact one_pos))
  · rw [Complex.tan_arg, hre, div_one, him]

/-- Friedel rule for one site: for `|E| < 2` and real `U`, `Z`, the potential `U` displaces the
charge `Z` exactly when `|Z| < 1` and `U = -√(4 - E²) tan(πZ/2)`. -/
theorem friedelCharge_eq_iff {E : ℝ} (hE : |E| < 2) (U Z : ℝ) :
    friedelCharge E U = Z ↔ |Z| < 1 ∧ U = -√(4 - E ^ 2) * Real.tan (π * Z / 2) := by
  obtain ⟨hb, ht⟩ := phase_bounds_and_tan hE U
  unfold friedelCharge
  generalize (Complex.log (1 - (U : ℂ) * siteGreen E)).im = θ at hb ht ⊢
  have hpi := Real.pi_pos
  obtain ⟨hb1, hb2⟩ := abs_lt.mp hb
  constructor
  · intro h
    -- the rule fixes the phase
    have hθ : θ = -(π * Z / 2) := by
      rw [← h]
      field_simp
    refine ⟨abs_lt.mpr ⟨by nlinarith, by nlinarith⟩, ?_⟩
    rw [← ht, hθ, Real.tan_neg]
    ring
  · rintro ⟨hZ, hU⟩
    obtain ⟨hZ1, hZ2⟩ := abs_lt.mp hZ
    -- the tangent is injective on the open interval
    have htan : Real.tan θ = Real.tan (-(π * Z / 2)) := by
      apply mul_left_cancel₀ (root_pos hE).ne'
      rw [ht, hU, Real.tan_neg]
      ring
    have hθ : θ = -(π * Z / 2) := by
      rw [← Real.arctan_tan hb1 hb2, htan]
      exact Real.arctan_tan (by nlinarith) (by nlinarith)
    rw [hθ]
    field_simp

/-- For `|E| < 2` no real on-site potential displaces a unit charge, but the displaced charge
tends to one as `U → -∞`. -/
theorem unit_charge_only_in_limit {E : ℝ} (hE : |E| < 2) :
    (∀ U : ℝ, friedelCharge E U ≠ 1) ∧ Tendsto (friedelCharge E) atBot (𝓝 1) := by
  constructor
  · intro U h
    have h1 := ((friedelCharge_eq_iff hE U 1).mp h).1
    norm_num at h1
  · have hform : friedelCharge E = fun U => -(2 / π) * Real.arctan (U / √(4 - E ^ 2)) := by
      funext U
      obtain ⟨hb, ht⟩ := phase_bounds_and_tan hE U
      obtain ⟨hb1, hb2⟩ := abs_lt.mp hb
      have hdiv : U / √(4 - E ^ 2)
          = Real.tan (Complex.log (1 - (U : ℂ) * siteGreen E)).im := by
        rw [div_eq_iff (root_pos hE).ne', mul_comm]
        exact ht.symm
      rw [hdiv, Real.arctan_tan hb1 hb2, friedelCharge]
    have hlim : Tendsto (fun U : ℝ => Real.arctan (U / √(4 - E ^ 2))) atBot (𝓝 (-(π / 2))) :=
      (Real.tendsto_arctan_atBot.mono_right nhdsWithin_le_nhds).comp
        (tendsto_id.atBot_div_const (root_pos hE))
    have hone : -(2 / π) * (-(π / 2)) = 1 := by
      have := Real.pi_ne_zero
      field_simp
    rw [hform, ← hone]
    exact hlim.const_mul _

end

end ChainFriedelScreening
```

```lean
#print axioms ChainFriedelScreening.siteGreen_im_neg
#print axioms ChainFriedelScreening.impurityGreen_equation
#print axioms ChainFriedelScreening.unit_charge_only_in_limit
```

```
'ChainFriedelScreening.siteGreen_im_neg' depends on axioms: [propext, Classical.choice, Quot.sound]
'ChainFriedelScreening.impurityGreen_equation' depends on axioms: [propext, Classical.choice, Quot.sound]
'ChainFriedelScreening.unit_charge_only_in_limit' depends on axioms: [propext, Classical.choice, Quot.sound]
```

## How the lattice equations are checked

`root_pos` obtains $4-E^2>0$ from the two inequalities in $|E|<2$, which makes division by $s$ legitimate. `siteGreen_im_neg` writes $g$ as a real number times $i$ and reads off the sign of its imaginary part.

`chainGreen_equation` separates the source from the other sites. At the source, `hg` is the identity $g\,is=1$, and `linear_combination hg` completes the calculation of $g(E-2\lambda)$. Elsewhere, `hq` is the quadratic equation for $\lambda$. The tactic `omega` supplies the distances $m$ and $m+2$, in one order for positive $n$ and in the other for negative $n$. In both orders the remaining expression is $-g\lambda^m$ times `hq`.

`lloyd_factor` splits $1-Ug$ into its real and imaginary parts. It states the second result as $s\,\mathrm{Im}(1-Ug)=U$, without a quotient. `impurityGreen_equation` first uses the real part to show that the denominator is nonzero: if it vanished, 0 would equal 1. It then multiplies the clean equation by $D^{-1}$. At site 0 the extra ingredients are $DD^{-1}=1$ and $G(0)=g$, as in the calculation by hand.

## How the phase determines the potential

`phase_bounds_and_tan` rewrites the imaginary part of the logarithm as the argument of $1-Ug$. A positive real part places this argument strictly between $-\pi/2$ and $\pi/2$, and `Complex.tan_arg` expresses its tangent as the imaginary part over the real part.

In `friedelCharge_eq_iff`, the `generalize` step replaces the phase by a real number `θ`, about which only the bounds and $s\tan\theta=U$ are kept. The forward direction solves the Friedel rule for `θ`, and `nlinarith` turns the bounds on the phase into bounds on `Z`. The reverse direction cancels the positive factor $s$ to obtain equal tangents. Applying `Real.arctan_tan` to each angle then plays the part of injectivity.

The first half of `unit_charge_only_in_limit` inserts $Z=1$ into the equivalence and meets the contradiction $|1|<1$. For the second half, `hform` rewrites the charge as $-(2/\pi)\arctan(U/s)$. Since $s>0$, the quotient $U/s$ tends to $-\infty$ together with $U$, so `hlim` gives the limit $-\pi/2$ for the arctangent. Multiplication by $-2/\pi$ yields 1.
